# Real eigenvalues of two coupled subspaces from the zeros of a secular determinant

The theorem `secular_equation` concerns a finite matrix Hamiltonian `H` with diagonal blocks `A` and `D`, coupled by `B` and its conjugate transpose. `D` is assumed Hermitian, `A` need not be, and the real energy `E` must not be an eigenvalue of `D`. Then `E` is an eigenvalue of `H` exactly when the determinant of the secular matrix `A - E - B (D - E)⁻¹ Bᴴ` is zero. The proof negates both sides, so that `E` not being an eigenvalue becomes the determinant of `H - E` being nonzero, and writes that determinant as the product of those of `D - E` and the secular matrix. It then leaves `simp` to remove the first factor, which `hu` says is nonzero.

This version doesn't compile in Lean 4 with Mathlib:

```lean
import Mathlib

open Matrix

namespace KKRSecularCount

noncomputable section

variable {m n : Type*} [Fintype m] [DecidableEq m] [Fintype n] [DecidableEq n]

/-- The Hamiltonian of two subspaces with blocks `A` and `D`, coupled by `B`. -/
def hamiltonian (A : Matrix m m ℂ) (B : Matrix m n ℂ) (D : Matrix n n ℂ) :
    Matrix (m ⊕ n) (m ⊕ n) ℂ := fromBlocks A B Bᴴ D

/-- The energy-dependent secular matrix `A - E - B (D - E)⁻¹ Bᴴ` of the first subspace. -/
def secular (A : Matrix m m ℂ) (B : Matrix m n ℂ) (D : Matrix n n ℂ) (E : ℝ) :
    Matrix m m ℂ := A - (E : ℂ) • 1 - B * (D - (E : ℂ) • 1)⁻¹ * Bᴴ

/-- The block-triangular matrix that adds to each state of the first subspace its
response `-(D - E)⁻¹ Bᴴ` in the second. -/
def dressing (B : Matrix m n ℂ) (D : Matrix n n ℂ) (E : ℝ) : Matrix (m ⊕ n) (m ⊕ n) ℂ :=
  fromBlocks 1 0 (-((D - (E : ℂ) • 1)⁻¹ * Bᴴ)) 1

omit [Fintype n] in
/-- A Hermitian matrix stays Hermitian when a real energy is subtracted. -/
theorem shift_isHermitian {A : Matrix n n ℂ} (hA : A.IsHermitian) (E : ℝ) :
    (A - (E : ℂ) • (1 : Matrix n n ℂ)).IsHermitian := by
  unfold Matrix.IsHermitian
  rw [conjTranspose_sub, hA.eq, conjTranspose_smul, conjTranspose_one]
  simp

private lemma notMem_spectrum_iff (A : Matrix n n ℂ) (E : ℝ) :
    (E : ℂ) ∉ spectrum ℂ A ↔ IsUnit (A - (E : ℂ) • (1 : Matrix n n ℂ)).det := by
  rw [spectrum.notMem_iff, Algebra.algebraMap_eq_smul_one,
    ← IsUnit.neg_iff ((E : ℂ) • (1 : Matrix n n ℂ) - A), neg_sub, isUnit_iff_isUnit_det]

/-- If `D` is Hermitian and `E` is not an eigenvalue of `D`, the dressing removes the coupling: `Gᴴ
* (H - E) * G`, with `G` the dressing matrix, turns `H - E` into the secular matrix and `D - E` side
by side. -/
theorem dressing_decouples (A : Matrix m m ℂ) (B : Matrix m n ℂ) {D : Matrix n n ℂ}
    (hD : D.IsHermitian) {E : ℝ} (hE : (E : ℂ) ∉ spectrum ℂ D) :
    (dressing B D E)ᴴ * (hamiltonian A B D - (E : ℂ) • 1) * dressing B D E
      = fromBlocks (secular A B D E) 0 0 (D - (E : ℂ) • 1) := by
  have hu := (notMem_spectrum_iff D E).mp hE
  have hK := shift_isHermitian hD E
  have hX : hamiltonian A B D - (E : ℂ) • 1
      = fromBlocks (A - (E : ℂ) • 1) B Bᴴ (D - (E : ℂ) • 1) := by
    ext (i | i) (j | j) <;> simp [hamiltonian, Matrix.one_apply]
  rw [hX]
  unfold dressing secular
  generalize D - (E : ℂ) • (1 : Matrix n n ℂ) = K at hu hK ⊢
  have h1 : K * (K⁻¹ * Bᴴ) = Bᴴ := by
    rw [← Matrix.mul_assoc, mul_nonsing_inv K hu, Matrix.one_mul]
  have h2 : B * K⁻¹ * K = B := by
    rw [Matrix.mul_assoc, nonsing_inv_mul K hu, Matrix.mul_one]
  have h3 : (K⁻¹ * Bᴴ)ᴴ = B * K⁻¹ := by
    rw [conjTranspose_mul, conjTranspose_conjTranspose, hK.inv.eq]
  -- eliminate the lower coupling first, then the upper one
  rw [Matrix.mul_assoc, fromBlocks_multiply, fromBlocks_conjTranspose, fromBlocks_multiply]
  simp [h1, h2, h3, sub_eq_add_neg, Matrix.mul_assoc]

/-- If `D` is Hermitian and `E` is not an eigenvalue of `D`, the determinant of `H - E` is that of
`D - E` times that of the secular matrix. -/
theorem det_hamiltonian (A : Matrix m m ℂ) (B : Matrix m n ℂ) {D : Matrix n n ℂ}
    (hD : D.IsHermitian) {E : ℝ} (hE : (E : ℂ) ∉ spectrum ℂ D) :
    (hamiltonian A B D - (E : ℂ) • 1).det
      = (D - (E : ℂ) • 1).det * (secular A B D E).det := by
  have hG : (dressing B D E).det = 1 := by
    rw [dressing, det_fromBlocks_zero₁₂, det_one, det_one, one_mul]
  have h := congrArg Matrix.det (dressing_decouples A B hD hE)
  rw [det_mul, det_mul, det_conjTranspose, hG, det_fromBlocks_zero₂₁, star_one, one_mul,
    mul_one] at h
  rw [h, mul_comm]

/-- Secular equation for Hermitian `D`: a real energy `E` that is not an eigenvalue of `D` is an
eigenvalue of `H` exactly when the determinant of the secular matrix vanishes at `E`. -/
theorem secular_equation (A : Matrix m m ℂ) (B : Matrix m n ℂ) {D : Matrix n n ℂ}
    (hD : D.IsHermitian) {E : ℝ} (hE : (E : ℂ) ∉ spectrum ℂ D) :
    (E : ℂ) ∈ spectrum ℂ (hamiltonian A B D) ↔ (secular A B D E).det = 0 := by
  have hu := ((notMem_spectrum_iff D E).mp hE).ne_zero
  rw [← not_iff_not, notMem_spectrum_iff, det_hamiltonian A B hD hE, isUnit_iff_ne_zero]
  simp [hu]

end

end KKRSecularCount
```

Compiling this gives:

```
Main.lean:79:76: error: unsolved goals
m : Type u_1
n : Type u_2
inst✝³ : Fintype m
inst✝² : DecidableEq m
inst✝¹ : Fintype n
inst✝ : DecidableEq n
A : Matrix m m ℂ
B : Matrix m n ℂ
D : Matrix n n ℂ
hD : D.IsHermitian
E : ℝ
hE : ↑E ∉ spectrum ℂ D
hu : (D - ↑E • 1).det ≠ 0
⊢ ¬(secular A B D E).det = 0 → ¬(D - E • 1).det = 0
Main.lean:82:8: warning: This simp argument is unused:
  hu

Hint: Omit it from the simp argument list.
  [apply] simp

Note: This linter can be disabled with `set_option linter.unusedSimpArgs false`
```

What went wrong. The error shows what `simp` could not finish: it still has to be shown that the determinant of `D - E • 1` is nonzero. That is what `hu` says, but in another form. In `hu` the energy is cast to a complex number before it multiplies the identity, `↑E • 1`, while in the remaining goal the real number multiplies it directly, `E • 1`. `simp` has rewritten the goal from the first form to the second, and `hu`, kept as it was given, no longer matches. Hence the warning that `hu` is unused; dropping it, as the hint suggests, would not close the goal.

The repair replaces `simp` with an explicit proof of both directions, so the goal keeps the form `hu` has. If the product is nonzero, so is its second factor, by `right_ne_zero_of_mul`; if the secular determinant is nonzero, `mul_ne_zero` combines this with `hu` to make the product nonzero.

The repair, with which the file compiles:

```diff
@@ -80,5 +80,5 @@
   have hu := ((notMem_spectrum_iff D E).mp hE).ne_zero
   rw [← not_iff_not, notMem_spectrum_iff, det_hamiltonian A B hD hE, isUnit_iff_ne_zero]
-  simp [hu]
+  exact ⟨fun h => right_ne_zero_of_mul h, fun h => mul_ne_zero hu h⟩
 
 end
```
